# Coupling two of four Majorana operators on a four-dimensional space leaves entropy ln 2 in the zero-temperature limit

**Q:** "Half of ln 2 per Majorana" means nothing until a state space is fixed. Which one do you take?

**A:** For an even number M of Majorana operators, a space of finite dimension N with N² = 2^M, so four operators act on four dimensions. For odd M no whole number N satisfies this condition. The trace runs over the whole space, with both fermion parities included. In Lean, `n` labels the basis states and `ι` the operators, so N is `Fintype.card n` and M is `Fintype.card ι`.

```lean
import Mathlib

open Matrix Filter Topology
open scoped Kronecker

noncomputable section

namespace MajoranaImpurityEntropy

variable {ι n : Type*} [Fintype ι] [Fintype n] [DecidableEq n]
```

**Q:** And what makes a matrix a Majorana operator?

**A:** Only the algebra: the matrices are Hermitian, square to one and anticommute pairwise. The dimension condition is kept separate and enters only where entropy is counted.

```lean
/-- A family of Majorana operators: Hermitian matrices that square to one and
anticommute pairwise. -/
structure IsMajoranaFamily {ι n : Type*} [Fintype n] [DecidableEq n]
    (γ : ι → Matrix n n ℂ) : Prop where
  hermitian : ∀ i, (γ i).IsHermitian
  sq : ∀ i, γ i * γ i = 1
  anti : ∀ i j, i ≠ j → γ i * γ j + γ j * γ i = 0
```

**Q:** Is the thermal physics genuine, or is the answer built into the definitions?

**A:** It is genuine. Let a and c be two different Majorana operators, λ a real coupling energy and β = 1/(k_B T) the inverse temperature. With K = i a c, the Hamiltonian is H = λK, and the Boltzmann weight is the full matrix exponential exp(−βH).

```lean
/-- The bilinear `i a c` of two Majorana operators. -/
def pairOperator (a c : Matrix n n ℂ) : Matrix n n ℂ := Complex.I • (a * c)

/-- The impurity Hamiltonian `H = i λ a c`. -/
def impurityHamiltonian (lam : ℝ) (a c : Matrix n n ℂ) : Matrix n n ℂ :=
  (lam : ℂ) • pairOperator a c

/-- The Boltzmann operator `exp(-β H)`. -/
def gibbsWeight (β : ℝ) (H : Matrix n n ℂ) : Matrix n n ℂ :=
  NormedSpace.exp ((-(β : ℂ)) • H)

/-- The partition function `Z = Tr exp(-β H)`. -/
def partitionFunction (β : ℝ) (H : Matrix n n ℂ) : ℂ := (gibbsWeight β H).trace

/-- The thermal mean energy `Tr (H exp(-β H)) / Z`. -/
def meanEnergy (β : ℝ) (H : Matrix n n ℂ) : ℂ :=
  (H * gibbsWeight β H).trace / partitionFunction β H
```

The entropy, in units of the Boltzmann constant, is S = ln Z + β⟨H⟩. This is −Tr ρ ln ρ for ρ = exp(−βH)/Z, since ln ρ = −βH − ln Z. Lean takes real parts because its traces are complex numbers; both traces turn out to be real.

```lean
/-- The Gibbs entropy `ln Z + β ⟨H⟩`, in units of the Boltzmann constant. -/
def gibbsEntropy (β : ℝ) (H : Matrix n n ℂ) : ℝ :=
  Real.log (partitionFunction β H).re + β * (meanEnergy β H).re
```

**Q:** How do you exponentiate H without diagonalising it?

**A:** Suppose K² = 1 and set P± = (1 ± K)/2. Even powers of K are 1 and odd powers are K, so

K^m = P₊ + (−1)^m P₋

exp(zK) = e^z P₊ + e^(−z) P₋ = cosh z + K sinh z.

The proof turns on `HasSum`, the statement that a series converges to a given value. `hexp` supplies it for the scalar exponential, and `smul_const` multiplies such a series by a fixed matrix, here P₊ or P₋. Adding the two gives the matrix series, whose terms `hpow` identifies by induction on m. No estimate on matrix powers is needed, and `tsum_eq` turns the convergence statement into the value of the exponential.

```lean
/-- For a matrix `K` with `K² = 1`, `exp(z K) = cosh z + K sinh z`. -/
theorem exp_smul_involution (K : Matrix n n ℂ) (hK : K * K = 1) (z : ℂ) :
    NormedSpace.exp (z • K) = Complex.cosh z • (1 : Matrix n n ℂ) + Complex.sinh z • K := by
  -- powers of K in terms of the projectors (1 ± K)/2
  have hpow : ∀ m : ℕ, K ^ m =
      (1 / 2 : ℂ) • (1 + K) + ((-1 : ℂ) ^ m) • ((1 / 2 : ℂ) • (1 - K)) := by
    intro m
    induction m with
    | zero => rw [pow_zero, pow_zero]; module
    | succ m ih =>
      rw [pow_succ K m, ih, pow_succ (-1 : ℂ) m, add_mul, smul_mul_assoc, smul_mul_assoc,
        smul_mul_assoc, add_mul, sub_mul, one_mul, hK]
      module
  have hexp : ∀ w : ℂ, HasSum (fun m : ℕ => w ^ m / (m.factorial : ℂ)) (Complex.exp w) := by
    intro w
    rw [Complex.exp_eq_exp_ℂ]
    exact NormedSpace.expSeries_div_hasSum_exp w
  have key := ((hexp z).smul_const ((1 / 2 : ℂ) • (1 + K))).add
    ((hexp (-z)).smul_const ((1 / 2 : ℂ) • (1 - K)))
  have hs : HasSum (fun m : ℕ => ((m.factorial : ℂ)⁻¹) • (z • K) ^ m)
      (Complex.exp z • ((1 / 2 : ℂ) • (1 + K)) +
        Complex.exp (-z) • ((1 / 2 : ℂ) • (1 - K))) := by
    convert key using 1
    funext m
    rw [smul_pow, hpow m, neg_pow z m]
    module
  rw [NormedSpace.exp_eq_tsum ℂ]
  refine hs.tsum_eq.trans ?_
  rw [Complex.cosh, Complex.sinh]
  module
```

**Q:** Does i a c satisfy K² = 1?

**A:** Yes. From c a = −a c,

a c a c = −a² c² = −1, so K² = i² (a c a c) = 1.

Cyclicity adds Tr(a c) = Tr(c a) = −Tr(a c), so Tr K = 0. The Lean proof uses the same two arguments.

```lean
omit [Fintype ι] in
/-- The bilinear of two distinct Majorana operators squares to one and is traceless. -/
theorem pairOperator_sq_and_trace {γ : ι → Matrix n n ℂ} (h : IsMajoranaFamily γ)
    {i j : ι} (hij : i ≠ j) :
    pairOperator (γ i) (γ j) * pairOperator (γ i) (γ j) = 1 ∧
      (pairOperator (γ i) (γ j)).trace = 0 := by
  constructor
  · have hac : γ i * γ j * (γ i * γ j) = -1 := by
      calc γ i * γ j * (γ i * γ j)
          = γ i * (γ j * γ i + γ i * γ j) * γ j - (γ i * γ i) * (γ j * γ j) := by
            noncomm_ring
        _ = -1 := by rw [h.anti j i hij.symm, h.sq i, h.sq j]; simp
    rw [pairOperator, smul_mul_smul_comm, Complex.I_mul_I, hac]
    simp
  · -- cyclicity of the trace against anticommutation
    have h1 := congrArg Matrix.trace (h.anti i j hij)
    rw [Matrix.trace_add, Matrix.trace_mul_comm (γ j) (γ i), Matrix.trace_zero] at h1
    have h2 : (γ i * γ j).trace = 0 := by linear_combination h1 / 2
    rw [pairOperator, Matrix.trace_smul, h2, smul_zero]
```

**Q:** And the spectators really drop out?

**A:** Let b be a Majorana operator outside the pair. Moving it past a and then past c gives two signs:

b a c = −a b c = a c b.

So b commutes with H, as does every other operator outside the pair. In Lean, `linear_combination` combines the two anticommutators accordingly. Hermiticity is equally short: K† = −i c a = i a c = K, and λ is real.

```lean
omit [Fintype ι] in
/-- The impurity Hamiltonian is Hermitian, and every Majorana operator that does not enter it
commutes with it. -/
theorem hermitian_and_decoupled {γ : ι → Matrix n n ℂ} (h : IsMajoranaFamily γ)
    {i j : ι} (hij : i ≠ j) (lam : ℝ) :
    (impurityHamiltonian lam (γ i) (γ j)).IsHermitian ∧
      ∀ k, k ≠ i → k ≠ j → Commute (γ k) (impurityHamiltonian lam (γ i) (γ j)) := by
  constructor
  · have hji : γ j * γ i = -(γ i * γ j) := eq_neg_of_add_eq_zero_left (h.anti j i hij.symm)
    rw [Matrix.IsHermitian, impurityHamiltonian, pairOperator, Matrix.conjTranspose_smul,
      Matrix.conjTranspose_smul, Matrix.conjTranspose_mul, (h.hermitian i).eq,
      (h.hermitian j).eq, hji]
    simp
  · intro k hki hkj
    have hc : Commute (γ k) (γ i * γ j) := by
      change γ k * (γ i * γ j) = γ i * γ j * γ k
      linear_combination (norm := noncomm_ring)
        (h.anti k i hki) * γ j - γ i * (h.anti k j hkj)
    exact (hc.smul_right Complex.I).smul_right (lam : ℂ)
```

**Q:** Then the thermodynamics is two traces?

**A:** Yes. Put z = −βλ:

exp(−βH) = cosh(βλ) − K sinh(βλ)

Z = N cosh(βλ)

Tr(H exp(−βH)) = λ Tr(K cosh(βλ) − sinh(βλ)) = −λN sinh(βλ).

```lean
omit [Fintype ι] in
/-- The partition function is `N cosh(βλ)` and the thermal trace of the energy is
`-λ N sinh(βλ)`, with `N` the dimension of the state space. -/
theorem thermal_traces {γ : ι → Matrix n n ℂ} (h : IsMajoranaFamily γ)
    {i j : ι} (hij : i ≠ j) (lam β : ℝ) :
    partitionFunction β (impurityHamiltonian lam (γ i) (γ j)) =
        ((Fintype.card n * Real.cosh (β * lam) : ℝ) : ℂ) ∧
      (impurityHamiltonian lam (γ i) (γ j) *
          gibbsWeight β (impurityHamiltonian lam (γ i) (γ j))).trace =
        ((-(lam * (Fintype.card n * Real.sinh (β * lam))) : ℝ) : ℂ) := by
  obtain ⟨hK, hT⟩ := pairOperator_sq_and_trace h hij
  have hW : gibbsWeight β (impurityHamiltonian lam (γ i) (γ j)) =
      Complex.cosh (β * lam) • (1 : Matrix n n ℂ) -
        Complex.sinh (β * lam) • pairOperator (γ i) (γ j) := by
    rw [gibbsWeight, impurityHamiltonian, smul_smul, neg_mul, exp_smul_involution _ hK,
      Complex.cosh_neg, Complex.sinh_neg, neg_smul, ← sub_eq_add_neg]
  constructor
  · rw [partitionFunction, hW, Matrix.trace_sub, Matrix.trace_smul, Matrix.trace_smul,
      Matrix.trace_one, hT, smul_zero, sub_zero, smul_eq_mul]
    push_cast
    ring
  · rw [hW, impurityHamiltonian, smul_mul_assoc, mul_sub, mul_smul_comm, mul_smul_comm,
      mul_one, hK, Matrix.trace_smul, Matrix.trace_sub, Matrix.trace_smul, Matrix.trace_smul,
      Matrix.trace_one, hT, smul_zero, zero_sub, smul_eq_mul, smul_eq_mul]
    push_cast
    ring
```

Dividing gives ⟨H⟩ = −λ tanh(βλ). With x = βλ,

S = ln N + ln cosh x − x tanh x.

```lean
omit [Fintype ι] in
/-- At every temperature the entropy is `ln N + ln cosh(βλ) - βλ tanh(βλ)`. -/
theorem gibbsEntropy_eq [Nonempty n] {γ : ι → Matrix n n ℂ} (h : IsMajoranaFamily γ)
    {i j : ι} (hij : i ≠ j) (lam β : ℝ) :
    gibbsEntropy β (impurityHamiltonian lam (γ i) (γ j)) =
      Real.log (Fintype.card n) +
        (Real.log (Real.cosh (β * lam)) - β * lam * Real.tanh (β * lam)) := by
  obtain ⟨hZ, hE⟩ := thermal_traces h hij lam β
  have hN : (Fintype.card n : ℝ) ≠ 0 := Nat.cast_ne_zero.mpr Fintype.card_ne_zero
  have hc : Real.cosh (β * lam) ≠ 0 := (Real.cosh_pos _).ne'
  rw [gibbsEntropy, meanEnergy, hE, hZ, ← Complex.ofReal_div, Complex.ofReal_re,
    Complex.ofReal_re, Real.log_mul hN hc, Real.tanh_eq_sinh_div_cosh]
  have hq : -(lam * (Fintype.card n * Real.sinh (β * lam))) /
      (Fintype.card n * Real.cosh (β * lam)) =
      -(lam * (Real.sinh (β * lam) / Real.cosh (β * lam))) := by
    rw [neg_div, mul_div_assoc, mul_div_mul_left _ _ hN]
  rw [hq]
  ring
```

**Q:** The last two terms each diverge as β grows.

**A:** Their divergences cancel. With u = e^(−2x), cosh x = e^x (1 + u)/2 and tanh x = (1 − u)/(1 + u), so

ln cosh x − x tanh x = ln(1 + u) − ln 2 + 2xu/(1 + u).

Both u and xu vanish as x → ∞, leaving −ln 2. The identity is `hid`; the remaining lines take the limit term by term.

```lean
/-- As `x → ∞`, `ln cosh x - x tanh x` tends to `-ln 2`. -/
theorem tendsto_log_cosh_sub :
    Tendsto (fun x : ℝ => Real.log (Real.cosh x) - x * Real.tanh x) atTop
      (𝓝 (-Real.log 2)) := by
  -- rewrite everything through u = exp(-2x)
  have hid : ∀ x : ℝ, Real.log (1 + Real.exp (-(2 * x))) - Real.log 2 +
      (2 * x) * Real.exp (-(2 * x)) / (1 + Real.exp (-(2 * x))) =
      Real.log (Real.cosh x) - x * Real.tanh x := by
    intro x
    have he : Real.exp (-x) = Real.exp x * Real.exp (-(2 * x)) := by
      rw [← Real.exp_add]; congr 1; ring
    have hx : Real.exp x ≠ 0 := (Real.exp_pos x).ne'
    have hu : 1 + Real.exp (-(2 * x)) ≠ 0 := by positivity
    have hc : Real.cosh x = Real.exp x * (1 + Real.exp (-(2 * x))) / 2 := by
      rw [Real.cosh_eq, he]; ring
    have hs : Real.sinh x = Real.exp x * (1 - Real.exp (-(2 * x))) / 2 := by
      rw [Real.sinh_eq, he]; ring
    have ht : Real.tanh x = (1 - Real.exp (-(2 * x))) / (1 + Real.exp (-(2 * x))) := by
      rw [Real.tanh_eq_sinh_div_cosh, hc, hs, div_div_div_cancel_right₀ two_ne_zero,
        mul_div_mul_left _ _ hx]
    rw [ht, hc, Real.log_div (mul_ne_zero hx hu) two_ne_zero, Real.log_mul hx hu, Real.log_exp]
    generalize Real.exp (-(2 * x)) = u at hu ⊢
    field_simp
    ring
  have hy : Tendsto (fun x : ℝ => 2 * x) atTop atTop :=
    tendsto_id.const_mul_atTop two_pos
  have hu : Tendsto (fun x : ℝ => Real.exp (-(2 * x))) atTop (𝓝 0) :=
    Real.tendsto_exp_neg_atTop_nhds_zero.comp hy
  have hxu : Tendsto (fun x : ℝ => (2 * x) * Real.exp (-(2 * x))) atTop (𝓝 0) := by
    have h1 := (Real.tendsto_pow_mul_exp_neg_atTop_nhds_zero 1).comp hy
    simpa only [Function.comp_def, pow_one] using h1
  have hden := hu.const_add 1
  have total := ((hden.log (by norm_num)).sub_const (Real.log 2)).add
    (hxu.div hden (by norm_num))
  have e : Real.log (1 + 0) - Real.log 2 + 0 / (1 + 0) = -Real.log 2 := by simp
  rw [e] at total
  exact total.congr hid
```

**Q:** Where does "half per Majorana" appear?

**A:** The dimension condition gives ln N = M · ½ ln 2. That is the entropy at β = 0, and for λ > 0 the limit β → ∞ is (M − 2) · ½ ln 2. The coupled pair has lost its share. For M = 2 nothing remains.

```lean
/-- Let the state space have dimension `N` with `N² = 2^M` for `M` Majorana operators, two of
them coupled by `λ > 0`. The entropy is `M · (ln 2)/2` at infinite temperature and tends to
`(M - 2) · (ln 2)/2` at zero temperature. -/
theorem residual_entropy {γ : ι → Matrix n n ℂ} (h : IsMajoranaFamily γ)
    (hn : Fintype.card n ^ 2 = 2 ^ Fintype.card ι) {i j : ι} (hij : i ≠ j)
    {lam : ℝ} (hlam : 0 < lam) :
    gibbsEntropy 0 (impurityHamiltonian lam (γ i) (γ j)) =
        Fintype.card ι * (Real.log 2 / 2) ∧
      Tendsto (fun β => gibbsEntropy β (impurityHamiltonian lam (γ i) (γ j))) atTop
        (𝓝 (((Fintype.card ι : ℝ) - 2) * (Real.log 2 / 2))) := by
  have hne : Nonempty n := Fintype.card_pos_iff.mp
    (Nat.pos_of_ne_zero fun h0 => absurd hn.symm (by simp [h0]))
  -- the dimension condition: ln N is (ln 2)/2 per Majorana operator
  have hlog : Real.log (Fintype.card n) = Fintype.card ι * (Real.log 2 / 2) := by
    have h1 := congrArg (fun x : ℕ => Real.log (x : ℝ)) hn
    simp only [Nat.cast_pow, Real.log_pow, Nat.cast_ofNat] at h1
    linarith
  constructor
  · rw [gibbsEntropy_eq h hij, hlog]
    simp
  · have hb : Tendsto (fun β : ℝ => β * lam) atTop atTop := tendsto_id.atTop_mul_const hlam
    have ht := (tendsto_log_cosh_sub.comp hb).const_add (Real.log (Fintype.card n))
    have e : Real.log (Fintype.card n) + -Real.log 2 =
        ((Fintype.card ι : ℝ) - 2) * (Real.log 2 / 2) := by rw [hlog]; ring
    rw [e] at ht
    exact ht.congr fun β => (gibbsEntropy_eq h hij lam β).symm
```

**Q:** What if I drop the dimension condition?

**A:** Replace each of four Majorana matrices γ by γ ⊗ 1₂. The algebra survives, but N = 8, and the entropy tends to ln 8 − ln 2 = 2 ln 2. The surplus belongs to a spin that H never touches.

With N = 4 the limit is ln 2. In `![a, b, c, d]` the coupled operators have indices 0 and 2.

```lean
/-- Four Majorana operators `a, b, c, d` on a four-dimensional space with `H = i λ a c`, `λ > 0`:
`b` and `d` commute with `H`, `Z = 4 cosh(βλ)`, and the entropy tends to `ln 2` as `β → ∞`. -/
theorem four_majorana_impurity (hn : Fintype.card n = 4) {a b c d : Matrix n n ℂ}
    (h : IsMajoranaFamily ![a, b, c, d]) {lam : ℝ} (hlam : 0 < lam) :
    Commute b (impurityHamiltonian lam a c) ∧ Commute d (impurityHamiltonian lam a c) ∧
      (∀ β : ℝ, partitionFunction β (impurityHamiltonian lam a c) =
        ((4 * Real.cosh (β * lam) : ℝ) : ℂ)) ∧
      Tendsto (fun β => gibbsEntropy β (impurityHamiltonian lam a c)) atTop
        (𝓝 (Real.log 2)) := by
  have h02 : (0 : Fin 4) ≠ 2 := by decide
  have hcomm := (hermitian_and_decoupled h h02 lam).2
  refine ⟨hcomm 1 (by decide) (by decide), hcomm 3 (by decide) (by decide), fun β => ?_, ?_⟩
  · have hZ := (thermal_traces h h02 lam β).1
    rw [hn, Nat.cast_ofNat] at hZ
    exact hZ
  · have ht := (residual_entropy h (by simp [hn]) h02 hlam).2
    have e : ((Fintype.card (Fin 4) : ℝ) - 2) * (Real.log 2 / 2) = Real.log 2 := by
      rw [Fintype.card_fin]; push_cast; ring
    rw [e] at ht
    exact ht
```

**Q:** Do four such matrices exist?

**A:** Two spins one half provide them: σx ⊗ 1, σy ⊗ 1, σz ⊗ σx and σz ⊗ σy. The Pauli relations are checked entry by entry. Inside this proof `K` and `S` name auxiliary facts, not the operator and the entropy above; they carry Hermiticity and squares over to tensor products, while `L` and `R` obtain anticommutation from the first or the second factor.

```lean
/-- The Pauli matrix `σx`. -/
def pauliX : Matrix (Fin 2) (Fin 2) ℂ := !![0, 1; 1, 0]

/-- The Pauli matrix `σy`. -/
def pauliY : Matrix (Fin 2) (Fin 2) ℂ := !![0, -Complex.I; Complex.I, 0]

/-- The Pauli matrix `σz`. -/
def pauliZ : Matrix (Fin 2) (Fin 2) ℂ := !![1, 0; 0, -1]

/-- On two spins one half, `σx ⊗ 1`, `σy ⊗ 1`, `σz ⊗ σx` and `σz ⊗ σy` form a Majorana
family. -/
theorem isMajoranaFamily_witness :
    IsMajoranaFamily (![pauliX ⊗ₖ (1 : Matrix (Fin 2) (Fin 2) ℂ),
      pauliY ⊗ₖ (1 : Matrix (Fin 2) (Fin 2) ℂ), pauliZ ⊗ₖ pauliX, pauliZ ⊗ₖ pauliY] :
      Fin 4 → Matrix (Fin 2 × Fin 2) (Fin 2 × Fin 2) ℂ) := by
  -- the Pauli algebra, checked entry by entry
  obtain ⟨hX, hY, hZ⟩ : pauliXᴴ = pauliX ∧ pauliYᴴ = pauliY ∧ pauliZᴴ = pauliZ := by
    refine ⟨?_, ?_, ?_⟩ <;> ext i j <;> fin_cases i <;> fin_cases j <;>
      simp [pauliX, pauliY, pauliZ, Matrix.conjTranspose_apply]
  obtain ⟨xx, yy, zz, xy, xz, yz⟩ : pauliX * pauliX = 1 ∧ pauliY * pauliY = 1 ∧
      pauliZ * pauliZ = 1 ∧ pauliX * pauliY + pauliY * pauliX = 0 ∧
      pauliX * pauliZ + pauliZ * pauliX = 0 ∧ pauliY * pauliZ + pauliZ * pauliY = 0 := by
    refine ⟨?_, ?_, ?_, ?_, ?_, ?_⟩ <;> ext i j <;> fin_cases i <;> fin_cases j <;>
      simp [pauliX, pauliY, pauliZ, Matrix.mul_apply, Fin.sum_univ_two]
  -- how these relations pass to Kronecker products
  have K : ∀ A B : Matrix (Fin 2) (Fin 2) ℂ, Aᴴ = A → Bᴴ = B → (A ⊗ₖ B).IsHermitian := by
    intro A B hA hB
    rw [Matrix.IsHermitian, Matrix.conjTranspose_kronecker, hA, hB]
  have S : ∀ A B : Matrix (Fin 2) (Fin 2) ℂ, A * A = 1 → B * B = 1 →
      (A ⊗ₖ B) * (A ⊗ₖ B) = 1 := by
    intro A B hA hB
    rw [← Matrix.mul_kronecker_mul, hA, hB, Matrix.one_kronecker_one]
  have L : ∀ A B C D : Matrix (Fin 2) (Fin 2) ℂ, A * C + C * A = 0 → B * D = D * B →
      (A ⊗ₖ B) * (C ⊗ₖ D) + (C ⊗ₖ D) * (A ⊗ₖ B) = 0 := by
    intro A B C D hAC hBD
    rw [← Matrix.mul_kronecker_mul, ← Matrix.mul_kronecker_mul, hBD, ← Matrix.add_kronecker,
      hAC, Matrix.zero_kronecker]
  have R : ∀ A B D : Matrix (Fin 2) (Fin 2) ℂ, B * D + D * B = 0 →
      (A ⊗ₖ B) * (A ⊗ₖ D) + (A ⊗ₖ D) * (A ⊗ₖ B) = 0 := by
    intro A B D hBD
    rw [← Matrix.mul_kronecker_mul, ← Matrix.mul_kronecker_mul, ← Matrix.kronecker_add,
      hBD, Matrix.kronecker_zero]
  have h01 := L pauliX 1 pauliY 1 xy rfl
  have h02 := L pauliX 1 pauliZ pauliX xz (by rw [one_mul, mul_one])
  have h03 := L pauliX 1 pauliZ pauliY xz (by rw [one_mul, mul_one])
  have h12 := L pauliY 1 pauliZ pauliX yz (by rw [one_mul, mul_one])
  have h13 := L pauliY 1 pauliZ pauliY yz (by rw [one_mul, mul_one])
  have h23 := R pauliZ pauliX pauliY xy
  refine ⟨fun i => ?_, fun i => ?_, fun i j hij => ?_⟩
  · fin_cases i
    exacts [K _ _ hX Matrix.conjTranspose_one, K _ _ hY Matrix.conjTranspose_one,
      K _ _ hZ hX, K _ _ hZ hY]
  · fin_cases i
    exacts [S _ _ xx (one_mul 1), S _ _ yy (one_mul 1), S _ _ zz xx, S _ _ zz yy]
  · fin_cases i <;> fin_cases j
    exacts [(hij rfl).elim, h01, h02, h03,
      (add_comm _ _).trans h01, (hij rfl).elim, h12, h13,
      (add_comm _ _).trans h02, (add_comm _ _).trans h12, (hij rfl).elim, h23,
      (add_comm _ _).trans h03, (add_comm _ _).trans h13, (add_comm _ _).trans h23,
      (hij rfl).elim]

end MajoranaImpurityEntropy
```

**Q:** So is this the ½ ln 2 of the two-channel Kondo impurity?

**A:** No. That entropy involves a bath with a continuous spectrum, and there is no bath here. In this finite, non-interacting model, the result shows how uncoupled Majorana operators leave a ground-state degeneracy, here twofold, that survives as entropy in the zero-temperature limit. The share of ½ ln 2 is a way of dividing that total; no entropy is defined for b or d alone.

```lean
#print axioms MajoranaImpurityEntropy.residual_entropy
-- 'MajoranaImpurityEntropy.residual_entropy' depends on axioms: [propext, Classical.choice, Quot.sound]
#print axioms MajoranaImpurityEntropy.four_majorana_impurity
-- 'MajoranaImpurityEntropy.four_majorana_impurity' depends on axioms: [propext, Classical.choice, Quot.sound]
```
